# Forward collinear boosts bring a body from rest arbitrarily close to the speed of light exactly when the boost speeds have a divergent sum

Let all motion be along one line, so that a velocity is a single real number in units of the speed of light, and let each boost be measured in the frame where the body was at rest just before it. A body starts from rest, $w_0=0$, and receives forward boosts $v_0,v_1,v_2,\dots$, each in $[0,1)$. Its speed in the original frame then follows

$$w_{n+1}=\frac{w_n+v_n}{1+w_nv_n}.$$

I believe that $w_n\to1$ if and only if $\sum_k v_k$ diverges, and that boosts with a finite sum leave a limiting speed strictly below 1. Can this be proved rigorously, with a proof that Lean has checked?

## The squared Doppler factor turns boosts into a product

Yes. The useful quantity is the square of the longitudinal Doppler factor for a source receding at speed $u$,

$$D(u)=\frac{1-u}{1+u}.$$

Write $u\oplus v=(u+v)/(1+uv)$ for the addition law. Putting everything over the common denominator gives

$$1-u\oplus v=\frac{(1-u)(1-v)}{1+uv},\qquad 1+u\oplus v=\frac{(1+u)(1+v)}{1+uv}.$$

Dividing the first by the second gives $D(u\oplus v)=D(u)D(v)$. Since $D(0)=1$, it follows that

$$D(w_n)=\prod_{k<n}D(v_k).$$

The speeds stay in $[0,1)$. If $0\le w_n<1$, then $w_{n+1}\ge0$, and the first identity shows $1-w_{n+1}>0$. They also never decrease, because

$$w_{n+1}-w_n=\frac{v_n(1-w_n^2)}{1+w_nv_n}\ge0.$$

### A divergent sum closes the gap to light speed

For $0\le v<1$ we have $D(v)\le1-v\le e^{-v}$. With $S_n=\sum_{k<n}v_k$, the product formula gives $D(w_n)\le e^{-S_n}$, and therefore

$$1-w_n=(1+w_n)\,D(w_n)\le2e^{-S_n}.$$

The terms $v_k$ are nonnegative, so if their series diverges then $S_n\to\infty$. The right-hand side tends to zero and $w_n\to1$.

### A finite sum leaves a gap

Here a lower bound on $D$ is needed. For $0\le v\le\tfrac12$,

$$(1+4v)(1-v)=(1+v)+2v(1-2v)\ge1+v,$$

so $D(v)\ge1/(1+4v)\ge e^{-4v}$, the last step being $1+4v\le e^{4v}$. The restriction on $v$ is there because $D(v)\to0$ as $v\to1$, which rules out a bound of this form on all of $[0,1)$.

If $\sum_k v_k$ converges, then $v_k\to0$, and there is an $N$ with $v_k\le\tfrac12$ for all $k\ge N$. Let $T=\sum_{k\ge0}v_{k+N}$. For every $n$,

$$D(w_{n+N})=D(w_N)\prod_{k<n}D(v_{k+N})\ge D(w_N)\,e^{-4T}=:c>0.$$

Since $D(u)\le1-u$ for $0\le u<1$, this gives $w_{n+N}\le1-c$. By monotonicity $w_n\le w_{n+N}\le1-c$ as well. A nondecreasing bounded sequence converges, so $w_n\to L$ with $0\le L\le1-c<1$.

### Two sequences with closed forms

For $v_k=1/(k+2)$ we have $D(v_k)=(k+1)/(k+3)$, and the product telescopes to $D(w_n)=2/((n+1)(n+2))$. Solving $w=(1-D)/(1+D)$ gives

$$w_n=\frac{n(n+3)}{n^2+3n+4}\to1.$$

The individual boosts fade to zero, yet the speed approaches that of light.

For $v_k=1/(2k^2+8k+7)$ we have $D(v_k)=(k+1)(k+3)/(k+2)^2$, so $D(w_n)=(n+2)/(2(n+1))$ and

$$w_n=\frac{n}{3n+4}\to\frac13.$$

## What the Lean theorems say about the boosts

The function `addVel` is the addition law $\oplus$, `dopplerSq` is $D$, and `v : ℕ → ℝ` is the sequence of boosts. The value `speed v n` is $w_n$, the speed after the boosts `v 0` to `v (n-1)`. The hypothesis `hv` says that every boost lies in $[0,1)$; zero boosts are allowed.

The main theorem, `tendsto_light_iff`, states that `speed v` tends to 1 exactly when `v` is not `Summable`. For nonnegative terms, `Summable` is ordinary convergence of the series. The companion `limit_lt_one_of_summable` supplies a limit $L$ with $0\le L<1$ when the series converges, without giving a formula for it. By `speed_mem`, light speed is never reached after finitely many boosts.

The addition law enters as a definition and is not derived from Lorentz transformations. Boosts in different directions, with the rotations they produce, are not treated, and neither are backward boosts. The index $n$ counts boosts and carries no information about elapsed time.

For a particle simulation restricted to forward collinear boosts, `one_sub_speed_le` gives a value of the sum $S_n$ by which $1-w_n$ is certain to be below a chosen resolution. It is only an upper bound, and the gap may become that small much sooner. A stored floating-point speed may then round to 1 although the exact speed is below it.

```lean
import Mathlib

open Filter Topology Finset

namespace RepeatedBoosts

noncomputable section

/-- Relativistic addition of collinear velocities, in units of the speed of light. -/
def addVel (u v : ℝ) : ℝ := (u + v) / (1 + u * v)

/-- The speed reached from rest after the first `n` boosts of the sequence `v`. -/
def speed (v : ℕ → ℝ) : ℕ → ℝ
  | 0 => 0
  | n + 1 => addVel (speed v n) (v n)

/-- The square of the longitudinal Doppler factor of a source receding at speed `u`. -/
def dopplerSq (u : ℝ) : ℝ := (1 - u) / (1 + u)

/-- Squared Doppler factors multiply when nonnegative collinear velocities are added
relativistically. -/
theorem dopplerSq_addVel {u v : ℝ} (hu : 0 ≤ u) (hv : 0 ≤ v) :
    dopplerSq (addVel u v) = dopplerSq u * dopplerSq v := by
  have h : 1 + u * v ≠ 0 := by positivity
  have h1 : 1 - addVel u v = (1 - u) * (1 - v) / (1 + u * v) := by
    unfold addVel
    rw [eq_div_iff h, sub_mul, div_mul_cancel₀ _ h]
    ring
  have h2 : 1 + addVel u v = (1 + u) * (1 + v) / (1 + u * v) := by
    unfold addVel
    rw [eq_div_iff h, add_mul, div_mul_cancel₀ _ h]
    ring
  unfold dopplerSq
  rw [h1, h2, div_div_div_cancel_right₀ h, mul_div_mul_comm]

/-- After any finite number of boosts in `[0,1)` the speed is nonnegative and below that of light.
-/
theorem speed_mem {v : ℕ → ℝ} (hv : ∀ k, 0 ≤ v k ∧ v k < 1) (n : ℕ) :
    0 ≤ speed v n ∧ speed v n < 1 := by
  induction n with
  | zero => simp [speed]
  | succ n ih =>
    obtain ⟨h0, h1⟩ := ih
    obtain ⟨a0, a1⟩ := hv n
    have hp : 0 < 1 + speed v n * v n := by positivity
    change 0 ≤ addVel (speed v n) (v n) ∧ addVel (speed v n) (v n) < 1
    unfold addVel
    refine ⟨by positivity, ?_⟩
    rw [div_lt_one hp]
    nlinarith [mul_pos (sub_pos.2 h1) (sub_pos.2 a1)]

/-- Successive forward boosts never reduce the speed. -/
theorem speed_monotone {v : ℕ → ℝ} (hv : ∀ k, 0 ≤ v k ∧ v k < 1) :
    Monotone (speed v) := by
  refine monotone_nat_of_le_succ fun n => ?_
  obtain ⟨h0, h1⟩ := speed_mem hv n
  obtain ⟨a0, a1⟩ := hv n
  have hp : 0 < 1 + speed v n * v n := by positivity
  change speed v n ≤ addVel (speed v n) (v n)
  unfold addVel
  rw [le_div_iff₀ hp]
  have hsq : 0 ≤ 1 - speed v n ^ 2 := by nlinarith
  nlinarith [mul_nonneg a0 hsq]

/-- For boosts in `[0,1)`, the gap to the speed of light is at most twice the exponential of minus
the sum of the boosts. -/
theorem one_sub_speed_le {v : ℕ → ℝ} (hv : ∀ k, 0 ≤ v k ∧ v k < 1) (n : ℕ) :
    1 - speed v n ≤ 2 * Real.exp (-∑ k ∈ range n, v k) := by
  -- the squared Doppler factor of the total speed is the product of those of the boosts
  have hprod : dopplerSq (speed v n) = ∏ k ∈ range n, dopplerSq (v k) := by
    induction n with
    | zero => simp [speed, dopplerSq]
    | succ n ih =>
      rw [prod_range_succ, ← ih]
      exact dopplerSq_addVel (speed_mem hv n).1 (hv n).1
  have hle : dopplerSq (speed v n) ≤ Real.exp (-∑ k ∈ range n, v k) := by
    rw [hprod, ← Finset.sum_neg_distrib, Real.exp_sum]
    refine Finset.prod_le_prod (fun k _ => ?_) (fun k _ => ?_)
    · exact div_nonneg (by linarith [(hv k).2]) (by linarith [(hv k).1])
    · obtain ⟨a0, a1⟩ := hv k
      have h1 : dopplerSq (v k) ≤ 1 - v k := div_le_self (by linarith) (by linarith)
      linarith [Real.add_one_le_exp (-v k)]
  obtain ⟨h0, h1⟩ := speed_mem hv n
  have hp : 0 < 1 + speed v n := by linarith
  have hd : 1 - speed v n = dopplerSq (speed v n) * (1 + speed v n) :=
    (div_mul_cancel₀ _ hp.ne').symm
  have he := Real.exp_pos (-∑ k ∈ range n, v k)
  rw [hd]
  nlinarith [mul_le_mul_of_nonneg_right hle hp.le]

/-- For forward boosts up to half the speed of light the squared Doppler factor is at least `exp (-4
v)`. -/
theorem exp_le_dopplerSq {v : ℝ} (h0 : 0 ≤ v) (h1 : v ≤ 1 / 2) :
    Real.exp (-(4 * v)) ≤ dopplerSq v := by
  unfold dopplerSq
  rw [le_div_iff₀ (by linarith)]
  have he := Real.exp_pos (-(4 * v))
  have hm : Real.exp (-(4 * v)) * Real.exp (4 * v) = 1 := by
    rw [← Real.exp_add]
    simp
  have hb : Real.exp (-(4 * v)) * (1 + 4 * v) ≤ 1 := by
    rw [← hm]
    exact mul_le_mul_of_nonneg_left (by linarith [Real.add_one_le_exp (4 * v)]) he.le
  have hc : 1 + v ≤ (1 + 4 * v) * (1 - v) := by nlinarith
  have h3 := mul_le_mul_of_nonneg_left hc he.le
  have h4 := mul_le_mul_of_nonneg_right hb (by linarith : (0 : ℝ) ≤ 1 - v)
  linarith

/-- Summable boosts in `[0,1)` lead to a nonnegative limiting speed strictly below the speed of
light. -/
theorem limit_lt_one_of_summable {v : ℕ → ℝ} (hv : ∀ k, 0 ≤ v k ∧ v k < 1)
    (hs : Summable v) : ∃ L, 0 ≤ L ∧ L < 1 ∧ Tendsto (speed v) atTop (𝓝 L) := by
  -- from some stage `N` on, every boost is at most one half
  obtain ⟨N, hN⟩ := eventually_atTop.1
    (hs.tendsto_atTop_zero.eventually_le_const (by norm_num : (0 : ℝ) < 1 / 2))
  have hlow : ∀ n, dopplerSq (speed v N) * Real.exp (-(4 * ∑ k ∈ range n, v (k + N)))
      ≤ dopplerSq (speed v (n + N)) := by
    intro n
    induction n with
    | zero => simp
    | succ n ih =>
      have hstep : dopplerSq (speed v (n + 1 + N))
          = dopplerSq (speed v (n + N)) * dopplerSq (v (n + N)) := by
        rw [show n + 1 + N = (n + N) + 1 by omega]
        exact dopplerSq_addVel (speed_mem hv _).1 (hv _).1
      have hD : 0 ≤ dopplerSq (speed v (n + N)) :=
        div_nonneg (by linarith [(speed_mem hv (n + N)).2])
          (by linarith [(speed_mem hv (n + N)).1])
      rw [hstep, sum_range_succ, mul_add, neg_add, Real.exp_add, ← mul_assoc]
      exact mul_le_mul ih (exp_le_dopplerSq (hv _).1 (hN _ (by omega)))
        (Real.exp_pos _).le hD
  have hDN : 0 < dopplerSq (speed v N) :=
    div_pos (by linarith [(speed_mem hv N).2]) (by linarith [(speed_mem hv N).1])
  have hs' : Summable (fun k => v (k + N)) := (summable_nat_add_iff N).2 hs
  set c := dopplerSq (speed v N) * Real.exp (-(4 * ∑' k, v (k + N))) with hc
  have hcpos : 0 < c := mul_pos hDN (Real.exp_pos _)
  -- hence all speeds stay a fixed distance below the speed of light
  have hbound : ∀ n, speed v n ≤ 1 - c := by
    intro n
    have hsum : ∑ k ∈ range n, v (k + N) ≤ ∑' k, v (k + N) :=
      hs'.sum_le_tsum _ (fun k _ => (hv _).1)
    have h1 : c ≤ dopplerSq (speed v (n + N)) :=
      (mul_le_mul_of_nonneg_left (Real.exp_le_exp.2 (by linarith)) hDN.le).trans (hlow n)
    have h2 : dopplerSq (speed v (n + N)) ≤ 1 - speed v (n + N) :=
      div_le_self (by linarith [(speed_mem hv (n + N)).2])
        (by linarith [(speed_mem hv (n + N)).1])
    linarith [speed_monotone hv (Nat.le_add_right n N)]
  have hlim := tendsto_atTop_ciSup (speed_monotone hv)
    ⟨1 - c, by rintro _ ⟨n, rfl⟩; exact hbound n⟩
  exact ⟨_, ge_of_tendsto' hlim fun n => (speed_mem hv n).1,
    (le_of_tendsto' hlim hbound).trans_lt (by linarith), hlim⟩

/-- For boosts in `[0,1)`, the accumulated speed tends to the speed of light if and only if the
series of boosts diverges. -/
theorem tendsto_light_iff {v : ℕ → ℝ} (hv : ∀ k, 0 ≤ v k ∧ v k < 1) :
    Tendsto (speed v) atTop (𝓝 1) ↔ ¬ Summable v := by
  constructor
  · intro h hs
    obtain ⟨L, _, hL, hlim⟩ := limit_lt_one_of_summable hv hs
    exact hL.ne (tendsto_nhds_unique hlim h)
  · intro hs
    have hS := (not_summable_iff_tendsto_nat_atTop_of_nonneg fun k => (hv k).1).1 hs
    have hE := (Real.tendsto_exp_neg_atTop_nhds_zero.comp hS).const_mul 2
    have hlow := hE.const_sub 1
    simp only [mul_zero, sub_zero] at hlow
    refine tendsto_of_tendsto_of_tendsto_of_le_of_le hlow tendsto_const_nhds
      (fun n => ?_) (fun n => (speed_mem hv n).2.le)
    have := one_sub_speed_le hv n
    simp only [Function.comp_apply]
    linarith

/-- The fading boosts `1/(k+2)` give the speed `n(n+3)/(n²+3n+4)` after `n` steps, and this
tends to the speed of light. -/
theorem harmonic_boosts :
    (∀ n : ℕ, speed (fun k => 1 / ((k : ℝ) + 2)) n
      = (n : ℝ) * (n + 3) / ((n : ℝ) ^ 2 + 3 * n + 4)) ∧
    Tendsto (speed fun k => 1 / ((k : ℝ) + 2)) atTop (𝓝 1) := by
  constructor
  · intro n
    induction n with
    | zero => simp [speed]
    | succ n ih =>
      rw [speed, ih, addVel]
      push_cast
      rw [div_eq_div_iff (by positivity) (by positivity)]
      field_simp
      ring
  · refine (tendsto_light_iff fun k => ⟨by positivity, ?_⟩).2 fun h => ?_
    · rw [div_lt_one (by positivity)]
      linarith [(Nat.cast_nonneg k : (0 : ℝ) ≤ k)]
    · -- a shifted harmonic series still diverges
      refine Real.not_summable_one_div_natCast ((summable_nat_add_iff 2).1 ?_)
      simpa using h

/-- The boosts `1/(2k²+8k+7)` give the speed `n/(3n+4)` after `n` steps, and this tends to
one third of the speed of light. -/
theorem summable_boosts :
    (∀ n : ℕ, speed (fun k => 1 / (2 * (k : ℝ) ^ 2 + 8 * k + 7)) n
      = (n : ℝ) / (3 * n + 4)) ∧
    Tendsto (speed fun k => 1 / (2 * (k : ℝ) ^ 2 + 8 * k + 7)) atTop (𝓝 (1 / 3)) := by
  have hform : ∀ n : ℕ, speed (fun k => 1 / (2 * (k : ℝ) ^ 2 + 8 * k + 7)) n
      = (n : ℝ) / (3 * n + 4) := by
    intro n
    induction n with
    | zero => simp [speed]
    | succ n ih =>
      rw [speed, ih, addVel]
      push_cast
      rw [div_eq_div_iff (by positivity) (by positivity)]
      field_simp
      ring
  refine ⟨hform, ?_⟩
  have hx := tendsto_one_div_add_atTop_nhds_zero_nat (𝕜 := ℝ)
  have hq := (hx.const_sub 1).div (hx.const_add 3) (by norm_num)
  rw [sub_zero, add_zero] at hq
  refine hq.congr fun n => ?_
  rw [hform n]
  simp only [Pi.div_apply]
  rw [div_eq_div_iff (by positivity) (by positivity)]
  field_simp
  ring

end

end RepeatedBoosts
```

```lean
#print axioms RepeatedBoosts.tendsto_light_iff
#print axioms RepeatedBoosts.harmonic_boosts
#print axioms RepeatedBoosts.summable_boosts
```

```
'RepeatedBoosts.tendsto_light_iff' depends on axioms: [propext, Classical.choice, Quot.sound]
'RepeatedBoosts.harmonic_boosts' depends on axioms: [propext, Classical.choice, Quot.sound]
'RepeatedBoosts.summable_boosts' depends on axioms: [propext, Classical.choice, Quot.sound]
```

## How the Lean proof follows the estimates

**Algebra of one boost.** In `dopplerSq_addVel`, the facts `h1` and `h2` are the two factorisations of $1\mp u\oplus v$, and the final rewrite cancels their common denominator. The lemma `speed_mem` is an induction on the number of boosts. After the denominator is cleared, the upper bound reads $w_n+v_n<1+w_nv_n$, and `nlinarith` obtains it from the positive product $(1-w_n)(1-v_n)$. In `speed_monotone`, the same clearing leaves $v_n(1-w_n^2)\ge0$.

**The exponential upper bound.** Inside `one_sub_speed_le`, `hprod` proves the product formula by induction. Then `hle` compares the product with $e^{-S_n}$ factor by factor through `Finset.prod_le_prod`, using `Real.add_one_le_exp` at $-v_k$ for $1-v_k\le e^{-v_k}$. The identity `hd` converts $D(w_n)$ back to $1-w_n$, and $1+w_n\le2$ gives the factor 2.

**The exponential lower bound.** The goal of `exp_le_dopplerSq` becomes $e^{-4v}(1+v)\le1-v$ once the denominator is cleared. Here `hc` is the polynomial inequality $1+v\le(1+4v)(1-v)$, and `hb` is $e^{-4v}(1+4v)\le1$. Multiplying the first by $e^{-4v}$ and the second by $1-v$ gives the chain that `linarith` closes.

**The limit below light speed.** The proof of `limit_lt_one_of_summable` first extracts $N$ from the convergence $v_k\to0$. The induction `hlow` bounds $D(w_{n+N})$ from below with the partial sums of the shifted series, and `hbound` replaces these by the full sum $T$ to reach $w_n\le1-c$. Monotone convergence is `tendsto_atTop_ciSup`, which gives the supremum of the speeds as the limit. The bounds on the speeds then pass to that limit.

**The equivalence.** For the forward direction of `tendsto_light_iff`, summable boosts would make the speeds $w_n$ tend to some $L<1$, which contradicts their limit 1 by uniqueness. For the converse, divergence of a nonnegative series sends $S_n$ to infinity, and $w_n$ is squeezed between $1-2e^{-S_n}$ and 1.

**The closed forms.** Both `harmonic_boosts` and `summable_boosts` verify their formulas by induction, substituting the formula for $w_n$ into the recursion instead of telescoping the Doppler product. The first limit then follows from `tendsto_light_iff` and the divergence of the shifted harmonic series. The second is computed directly from

$$\frac{n}{3n+4}=\frac{1-\frac1{n+1}}{3+\frac1{n+1}}.$$
